# Anderson mixing near a contractive fixed point: residuals bounded by qⁿ times the initial one for bounded coefficients

Take an affine map F(x) = p + A(x − p) with ‖A‖ ≤ K < 1, and write r(x) = F(x) − x for its residual. Mix two iterates with c₀ + c₁ = 1:

x₂ = c₀F(x₀) + c₁F(x₁)

Since F is affine, x₂ = F(x̄) with x̄ = c₀x₀ + c₁x₁. Therefore

r(x₂) = F(x₂) − F(x̄) = A(x₂ − x̄) = A(c₀r(x₀) + c₁r(x₁))

If the combined residual is no larger than r(x₁), the step shrinks the residual by at least the factor K. A nonlinear F whose derivative is Lipschitz near p adds terms at most quadratic in the distances to p. If the history has a fixed maximal length and the coefficients stay bounded, these terms fit into the gap between K and any chosen q with K < q < 1, once the start is close enough to p.

## The map and the mixing rule

In Lean 4 with Mathlib:

```lean
import Mathlib

open Metric

namespace AndersonLocalConvergence

variable {E : Type*} [NormedAddCommGroup E] [NormedSpace ℝ E]
```

`E` is any real normed space, so ℝᵈ with any norm is included.

```lean
/-- The residual `F x - x` of the fixed-point problem. -/
def residual (F : E → E) (x : E) : E := F x - x
```

This is r(x). In a self-consistent field calculation, x may be the input density and F(x) the output density.

```lean
/-- The indices of the current iterate `k` and of at most `m` iterates before it. -/
def window (m k : ℕ) : Finset ℕ := (Finset.range (k + 1)).filter (fun i => k ≤ i + m)
```

The window at step k holds the indices i ≤ k with k ≤ i + m: the current iterate and up to m earlier ones. Early in the run it is simply 0, …, k.

```lean
/-- `F` has the fixed point `p`; on the ball of radius `ρ` its derivative `F'` is bounded by `K`
and differs from `F' p` by at most `L` times the distance to `p`. -/
structure ContractiveNear (F : E → E) (F' : E → E →L[ℝ] E) (p : E) (K L ρ : ℝ) : Prop where
  fixed : F p = p
  radius_pos : 0 < ρ
  L_nonneg : 0 ≤ L
  deriv : ∀ x ∈ ball p ρ, HasFDerivAt F (F' x) x
  bound : ∀ x ∈ ball p ρ, ‖F' x‖ ≤ K
  lipschitz : ∀ x ∈ ball p ρ, ‖F' x - F' p‖ ≤ L * ‖x - p‖
```

`F' x` is the Jacobian at x, a continuous linear map. On the ball of radius ρ around p, K bounds the linear response of output to input, and L bounds how fast that response changes away from p. A Lipschitz derivative satisfies the last condition. The existence of p is assumed; K < 1 enters with the theorems.

```lean
/-- Anderson mixing with depth `m`: each new iterate combines the images of the window, with
coefficients of sum one and absolute sum at most `M`, whose combined residual is no larger than
the current residual. -/
structure IsAndersonRun (F : E → E) (m : ℕ) (M : ℝ) (x : ℕ → E) (c : ℕ → ℕ → ℝ) : Prop where
  sum_one : ∀ k, ∑ i ∈ window m k, c k i = 1
  sum_abs : ∀ k, ∑ i ∈ window m k, |c k i| ≤ M
  residual_le : ∀ k, ‖∑ i ∈ window m k, c k i • residual F (x i)‖ ≤ ‖residual F (x k)‖
  step : ∀ k, x (k + 1) = ∑ i ∈ window m k, c k i • F (x i)
```

`c k i` is the weight of iterate i at step k. The fields say that the weights sum to one, that their absolute values sum to at most M, that the combined residual does not exceed the current one, and that

xₖ₊₁ = Σᵢ cₖᵢ F(xᵢ)

The constant M limits how strongly extrapolation can amplify errors in the history.

## Estimates around the fixed point

```lean
variable {F : E → E} {F' : E → E →L[ℝ] E} {p : E} {K L ρ : ℝ}

/-- On the ball, the error of the linearized map is at most `L` times the squared distance to `p`.
-/
theorem linearization_error (h : ContractiveNear F F' p K L ρ) {x : E} (hx : x ∈ ball p ρ) :
    ‖F x - p - F' p (x - p)‖ ≤ L * ‖x - p‖ ^ 2 := by
  have hsub : ∀ y ∈ closedBall p ‖x - p‖, y ∈ ball p ρ := fun y hy =>
    mem_ball_iff_norm.2 ((mem_closedBall_iff_norm.1 hy).trans_lt (mem_ball_iff_norm.1 hx))
  have key := Convex.norm_image_sub_le_of_norm_hasFDerivWithin_le' (f := F) (f' := F')
    (φ := F' p) (C := L * ‖x - p‖) (s := closedBall p ‖x - p‖) (x := p) (y := x)
    (fun y hy => (h.deriv y (hsub y hy)).hasFDerivWithinAt)
    (fun y hy => (h.lipschitz y (hsub y hy)).trans
      (mul_le_mul_of_nonneg_left (mem_closedBall_iff_norm.1 hy) h.L_nonneg))
    (convex_closedBall p _) (mem_closedBall_self (norm_nonneg _))
    (mem_closedBall_iff_norm.2 le_rfl)
  rw [h.fixed] at key
  calc _ ≤ _ := key
    _ = _ := by ring
```

Write A = F'(p) and e(x) = F(x) − p − A(x − p). The claim is ‖e(x)‖ ≤ L‖x − p‖². The function F(y) − Ay has derivative F'(y) − A, whose norm is at most L‖x − p‖ on the closed ball of radius ‖x − p‖. The mean value inequality, `key` in the proof, multiplies this by the distance ‖x − p‖.

```lean
/-- On the ball, one application of the map multiplies the distance to the fixed point by at most
`K`. -/
theorem image_error (h : ContractiveNear F F' p K L ρ) {x : E} (hx : x ∈ ball p ρ) :
    ‖F x - p‖ ≤ K * ‖x - p‖ := by
  have key := Convex.norm_image_sub_le_of_norm_hasFDerivWithin_le (f := F) (f' := F')
    (C := K) (s := ball p ρ) (x := p) (y := x)
    (fun y hy => (h.deriv y hy).hasFDerivWithinAt) h.bound
    (convex_ball p ρ) (mem_ball_self h.radius_pos) hx
  rwa [h.fixed] at key
```

The same inequality with the bound K gives ‖F(x) − p‖ ≤ K‖x − p‖.

```lean
/-- On the ball, the norm of the residual lies between `1 - K` and `1 + K` times the distance to the
fixed point. -/
theorem residual_error_equiv (h : ContractiveNear F F' p K L ρ) {x : E} (hx : x ∈ ball p ρ) :
    (1 - K) * ‖x - p‖ ≤ ‖residual F x‖ ∧ ‖residual F x‖ ≤ (1 + K) * ‖x - p‖ := by
  have h1 := image_error h hx
  have h2 : ‖residual F x‖ ≤ ‖F x - p‖ + ‖x - p‖ := by
    have e : residual F x = (F x - p) - (x - p) := by unfold residual; abel
    rw [e]; exact norm_sub_le _ _
  have h3 : ‖x - p‖ ≤ ‖F x - p‖ + ‖residual F x‖ := by
    have e : x - p = (F x - p) - residual F x := by unfold residual; abel
    calc ‖x - p‖ = ‖(F x - p) - residual F x‖ := by rw [← e]
      _ ≤ _ := norm_sub_le _ _
  constructor <;> linarith
```

Since r(x) = (F(x) − p) − (x − p), the triangle inequality used in both directions gives

(1 − K)‖x − p‖ ≤ ‖r(x)‖ ≤ (1 + K)‖x − p‖

```lean
/-- A combination of vectors of length at most `B` has length at most `M * B` if the
coefficients have absolute sum at most `M`. -/
theorem norm_combination_le {s : Finset ℕ} {c : ℕ → ℝ} {v : ℕ → E} {M B : ℝ} (hB : 0 ≤ B)
    (hc : ∑ i ∈ s, |c i| ≤ M) (hv : ∀ i ∈ s, ‖v i‖ ≤ B) : ‖∑ i ∈ s, c i • v i‖ ≤ M * B := by
  calc ‖∑ i ∈ s, c i • v i‖ ≤ ∑ i ∈ s, |c i| * B := by
        refine norm_sum_le_of_le s fun i hi => ?_
        rw [norm_smul, Real.norm_eq_abs]
        exact mul_le_mul_of_nonneg_left (hv i hi) (abs_nonneg _)
    _ = (∑ i ∈ s, |c i|) * B := by rw [Finset.sum_mul]
    _ ≤ M * B := mul_le_mul_of_nonneg_right hc hB
```

This is the triangle inequality for a weighted sum: ‖Σ cᵢvᵢ‖ ≤ Σ |cᵢ| ‖vᵢ‖ ≤ MB.

## One mixing step

```lean
/-- The residual after one mixing step is at most `K` times the combined residual, plus terms
quadratic in the distances to the fixed point. -/
theorem one_step (h : ContractiveNear F F' p K L ρ) {s : Finset ℕ} {c : ℕ → ℝ} {x : ℕ → E}
    {z : E} {M R : ℝ} (hc : ∑ i ∈ s, c i = 1) (hM : ∑ i ∈ s, |c i| ≤ M)
    (hx : ∀ i ∈ s, x i ∈ ball p ρ) (hR : ∀ i ∈ s, ‖x i - p‖ ≤ R)
    (hz : ∑ i ∈ s, c i • F (x i) = z) (hzb : z ∈ ball p ρ) :
    ‖residual F z‖ ≤ K * ‖∑ i ∈ s, c i • residual F (x i)‖ + L * ‖z - p‖ ^ 2
      + M * (L * R ^ 2) := by
  have hconst : ∀ v : E, ∑ i ∈ s, c i • v = v := fun v => by
    rw [← Finset.sum_smul, hc, one_smul]
  have hE : ∑ i ∈ s, c i • (F (x i) - p - F' p (x i - p))
      = z - p - (F' p (∑ i ∈ s, c i • x i) - F' p p) := by
    simp only [smul_sub, map_sub, Finset.sum_sub_distrib, map_sum, map_smul, hconst, hz]
  have hr : F' p (∑ i ∈ s, c i • residual F (x i)) = F' p z - F' p (∑ i ∈ s, c i • x i) := by
    rw [← map_sub]
    simp only [residual, smul_sub, Finset.sum_sub_distrib, hz]
  -- the linear parts cancel except for the combined residual
  have split : residual F z = F' p (∑ i ∈ s, c i • residual F (x i))
      + (F z - p - F' p (z - p)) - ∑ i ∈ s, c i • (F (x i) - p - F' p (x i - p)) := by
    rw [hr, hE, map_sub]; unfold residual; abel
  have b1 := (F' p).le_of_opNorm_le (h.bound p (mem_ball_self h.radius_pos))
    (∑ i ∈ s, c i • residual F (x i))
  have b2 := linearization_error h hzb
  have b3 := norm_combination_le (v := fun i => F (x i) - p - F' p (x i - p))
    (mul_nonneg h.L_nonneg (sq_nonneg R)) hM (fun i hi =>
      (linearization_error h (hx i hi)).trans (mul_le_mul_of_nonneg_left
        (pow_le_pow_left₀ (norm_nonneg _) (hR i hi) 2) h.L_nonneg))
  rw [split]
  exact (norm_sub_le _ _).trans (add_le_add ((norm_add_le _ _).trans (add_le_add b1 b2)) b3)
```

Let z = Σ cᵢF(xᵢ) and x̄ = Σ cᵢxᵢ. Because the weights sum to one,

z − p = A(x̄ − p) + Σ cᵢe(xᵢ)

which is `hE` rearranged. Inserting this into r(z) = A(z − p) + e(z) − (z − p), and using z − x̄ = Σ cᵢr(xᵢ), gives the identity `split`:

r(z) = A(Σ cᵢr(xᵢ)) + e(z) − Σ cᵢe(xᵢ)

The three terms are bounded by `b1`, `b2` and `b3`. If z and all xᵢ lie in the ball of radius ρ around p, Σ |cᵢ| ≤ M and every ‖xᵢ − p‖ ≤ R, then

‖r(z)‖ ≤ K‖Σ cᵢr(xᵢ)‖ + L‖z − p‖² + MLR²

## The decay, step after step

```lean
/-- Explicit basin: if the initial residual meets two smallness conditions, the iterates stay in
the ball and the residuals decay at least like `q ^ n`. -/
theorem anderson_explicit_basin (h : ContractiveNear F F' p K L ρ) {q M : ℝ} {m : ℕ}
    {x : ℕ → E} {c : ℕ → ℕ → ℝ} (hKq : K < q) (hq : q < 1) (run : IsAndersonRun F m M x c)
    (hx0 : x 0 ∈ ball p ρ) (h1 : M * ‖residual F (x 0)‖ < ρ * ((1 - K) * q ^ m))
    (h2 : L * (M ^ 2 + M) * ‖residual F (x 0)‖ ≤ (q - K) * ((1 - K) * q ^ m) ^ 2) (n : ℕ) :
    x n ∈ ball p ρ ∧ ‖residual F (x n)‖ ≤ q ^ n * ‖residual F (x 0)‖ := by
  have hK : 0 ≤ K := (norm_nonneg _).trans (h.bound p (mem_ball_self h.radius_pos))
  have hq0 : 0 < q := hK.trans_lt hKq
  have hM : 0 ≤ M := (Finset.sum_nonneg fun i _ => abs_nonneg (c 0 i)).trans (run.sum_abs 0)
  obtain ⟨a, had⟩ : ∃ a, a = (1 - K) * q ^ m := ⟨_, rfl⟩
  have ha : 0 < a := had ▸ mul_pos (by linarith) (pow_pos hq0 m)
  rw [← had] at h1 h2
  obtain ⟨r, hrd⟩ : ∃ r, r = ‖residual F (x 0)‖ := ⟨_, rfl⟩
  have hr0 : 0 ≤ r := hrd ▸ norm_nonneg _
  rw [← hrd] at h1 h2 ⊢
  induction n using Nat.strong_induction_on with
  | _ n ih =>
  cases n with
  | zero => exact ⟨hx0, by simp [hrd]⟩
  | succ k =>
    have hqk : 0 ≤ q ^ k := pow_nonneg hq0.le k
    have hqk1 : q ^ k ≤ 1 := pow_le_one₀ hq0.le hq.le
    have hw : ∀ i ∈ window m k, i < k + 1 ∧ k ≤ i + m := fun i hi => by
      simpa [window] using hi
    obtain ⟨R, hRd⟩ : ∃ R, R = r * q ^ k / a := ⟨_, rfl⟩
    have hR0 : 0 ≤ R := hRd ▸ div_nonneg (mul_nonneg hr0 hqk) ha.le
    have hRa : R * a = r * q ^ k := by rw [hRd]; exact div_mul_cancel₀ _ ha.ne'
    -- all errors in the window are controlled by the current power of q
    have hR : ∀ i ∈ window m k, ‖x i - p‖ ≤ R := fun i hi => by
      obtain ⟨hb, hri⟩ := ih i (hw i hi).1
      have e1 := (residual_error_equiv h hb).1.trans hri
      have e2 : q ^ i * q ^ m ≤ q ^ k := by
        rw [← pow_add]; exact pow_le_pow_of_le_one hq0.le hq.le (hw i hi).2
      rw [hRd, le_div_iff₀ ha, had]
      have e3 := mul_le_mul_of_nonneg_right e1 (pow_nonneg hq0.le m)
      have e4 := mul_le_mul_of_nonneg_left e2 hr0
      linarith
    have hxb : ∀ i ∈ window m k, x i ∈ ball p ρ := fun i hi => (ih i (hw i hi).1).1
    have hz : ‖x (k + 1) - p‖ ≤ M * R := by
      have e : x (k + 1) - p = ∑ i ∈ window m k, c k i • (F (x i) - p) := by
        simp only [smul_sub, Finset.sum_sub_distrib]
        rw [← Finset.sum_smul, run.sum_one, one_smul, run.step]
      rw [e]
      refine norm_combination_le hR0 (run.sum_abs k) fun i hi => ?_
      exact ((image_error h (hxb i hi)).trans
        (mul_le_of_le_one_left (norm_nonneg _) (by linarith))).trans (hR i hi)
    have hzb : x (k + 1) ∈ ball p ρ := by
      refine mem_ball_iff_norm.2 (hz.trans_lt (lt_of_mul_lt_mul_right ?_ ha.le))
      have e := mul_le_mul_of_nonneg_left (mul_le_of_le_one_right hr0 hqk1) hM
      calc M * R * a = M * (r * q ^ k) := by rw [mul_assoc, hRa]
        _ < ρ * a := e.trans_lt h1
    refine ⟨hzb, ?_⟩
    -- the quadratic terms fit into the gap between K and q
    have quad : L * (M ^ 2 + M) * R ^ 2 ≤ (q - K) * (q ^ k * r) := by
      refine le_of_mul_le_mul_right ?_ (pow_pos ha 2)
      have hrq : 0 ≤ r * q ^ k := mul_nonneg hr0 hqk
      calc L * (M ^ 2 + M) * R ^ 2 * a ^ 2
          = L * (M ^ 2 + M) * r * (q ^ k * (r * q ^ k)) := by
            linear_combination L * (M ^ 2 + M) * (R * a + r * q ^ k) * hRa
        _ ≤ (q - K) * a ^ 2 * (q ^ k * (r * q ^ k)) :=
            mul_le_mul_of_nonneg_right h2 (mul_nonneg hqk hrq)
        _ ≤ (q - K) * a ^ 2 * (r * q ^ k) :=
            mul_le_mul_of_nonneg_left (mul_le_of_le_one_left hrq hqk1)
              (mul_nonneg (by linarith) (sq_nonneg a))
        _ = (q - K) * (q ^ k * r) * a ^ 2 := by ring
    have s1 := one_step h (run.sum_one k) (run.sum_abs k) hxb hR (run.step k).symm hzb
    have s2 := mul_le_mul_of_nonneg_left
      ((run.residual_le k).trans (ih k (Nat.lt_succ_self k)).2) hK
    have s3 := mul_le_mul_of_nonneg_left (pow_le_pow_left₀ (norm_nonneg _) hz 2) h.L_nonneg
    rw [pow_succ]
    linarith
```

Let K < q < 1 and let x₀ lie in the ball of radius ρ around p. A small residual alone would not ensure this, since F may have other fixed points outside the ball. Set r₀ = ‖r(x₀)‖ (`r` in the proof) and a = (1 − K)qᵐ. The two smallness conditions read

M r₀ < ρa

L(M² + M) r₀ ≤ (q − K)a²

Strong induction makes the claim available for every i ≤ k, as a step that uses a whole window requires. For i in the window, qⁱqᵐ ≤ qᵏ, so

‖xᵢ − p‖ ≤ qⁱr₀/(1 − K) ≤ r₀qᵏ/a = R

The new error is Σ cₖᵢ(F(xᵢ) − p), so its norm is at most MR ≤ M r₀/a < ρ, and the iterate stays in the ball. The one-step estimate now gives

‖r(xₖ₊₁)‖ ≤ Kqᵏr₀ + L(M² + M)R²

By the second condition, the last term is at most (q − K)q²ᵏr₀ ≤ (q − K)qᵏr₀; this is `quad`. The sum is qᵏ⁺¹r₀.

For an affine map one may take L = 0. The second condition then holds automatically. If the map is affine on the whole space, ρ can also be taken as large as the first condition requires, so the bound holds from every start.

```lean
/-- Local convergence of Anderson mixing: for `K < q < 1` there is a radius, common to all runs
of depth `m` and coefficient bound `M`, within which every start gives iterates in the ball and
residuals bounded by `q ^ n` times the initial one. -/
theorem anderson_local_convergence (h : ContractiveNear F F' p K L ρ) {q : ℝ} (hKq : K < q)
    (hq : q < 1) (m : ℕ) (M : ℝ) :
    ∃ δ > 0, ∀ (x : ℕ → E) (c : ℕ → ℕ → ℝ), IsAndersonRun F m M x c → ‖x 0 - p‖ ≤ δ →
      ∀ n, x n ∈ ball p ρ ∧ ‖residual F (x n)‖ ≤ q ^ n * ‖residual F (x 0)‖ := by
  have hK : 0 ≤ K := (norm_nonneg _).trans (h.bound p (mem_ball_self h.radius_pos))
  have hρ := h.radius_pos
  have hL := h.L_nonneg
  by_cases hM : 1 ≤ M
  · have hM0 : 0 < M := by linarith
    have ha : 0 < (1 - K) * q ^ m := mul_pos (by linarith) (pow_pos (hK.trans_lt hKq) m)
    have hg : 0 < q - K := by linarith
    have hC : 0 ≤ L * (M ^ 2 + M) := by positivity
    refine ⟨min (ρ / 2) (min (ρ * ((1 - K) * q ^ m) / (4 * M))
      ((q - K) * ((1 - K) * q ^ m) ^ 2 / (2 * (L * (M ^ 2 + M) + 1)))),
      lt_min (by linarith) (lt_min (div_pos (mul_pos hρ ha) (by linarith))
        (div_pos (mul_pos hg (pow_pos ha 2)) (by linarith))), ?_⟩
    intro x c run hx n
    obtain ⟨d1, d23⟩ := le_min_iff.1 hx
    obtain ⟨d2, d3⟩ := le_min_iff.1 d23
    rw [le_div_iff₀ (by linarith)] at d2 d3
    have hx0 : x 0 ∈ ball p ρ := mem_ball_iff_norm.2 (by linarith)
    have hr : ‖residual F (x 0)‖ ≤ 2 * ‖x 0 - p‖ := (residual_error_equiv h hx0).2.trans
      (mul_le_mul_of_nonneg_right (by linarith) (norm_nonneg _))
    have e1 := mul_le_mul_of_nonneg_left hr hM0.le
    have e2 := mul_le_mul_of_nonneg_left hr hC
    have e3 := mul_pos hρ ha
    have e4 := norm_nonneg (x 0 - p)
    exact anderson_explicit_basin h hKq hq run hx0 (by linarith) (by linarith) n
  · -- coefficients of sum one cannot have absolute sum below one
    refine ⟨1, one_pos, fun x c run _ => absurd ?_ hM⟩
    rw [← run.sum_one 0]
    exact (Finset.sum_le_sum fun i _ => le_abs_self (c 0 i)).trans (run.sum_abs 0)
```

The radius δ is chosen before the run, so it serves all runs with the given m and M. For M ≥ 1 it is the smallest of

ρ/2, ρa/(4M), (q − K)a²/(2(L(M² + M) + 1))

Since r₀ ≤ (1 + K)‖x₀ − p‖ ≤ 2δ, both smallness conditions follow. For M < 1 there are no runs, because 1 = Σ c₀ᵢ ≤ Σ |c₀ᵢ| ≤ M is impossible.

For self-consistent field iterations, this gives local convergence when the map being mixed is already contractive near the solution in the chosen norm. It does not show that Anderson mixing is faster than plain iteration, or that it rescues a divergent one.

## Coefficients in a calculation

```lean
/-- Coefficients that minimize the combined residual among all coefficients of sum one give a
combined residual no larger than that of any single iterate in the history. -/
theorem least_squares_residual_le {s : Finset ℕ} {k : ℕ} (hk : k ∈ s) {c : ℕ → ℝ} {x : ℕ → E}
    (hmin : ∀ b : ℕ → ℝ, ∑ i ∈ s, b i = 1 →
      ‖∑ i ∈ s, c i • residual F (x i)‖ ≤ ‖∑ i ∈ s, b i • residual F (x i)‖) :
    ‖∑ i ∈ s, c i • residual F (x i)‖ ≤ ‖residual F (x k)‖ :=
  (hmin (fun i => if i = k then 1 else 0) (by simp [hk])).trans_eq (by simp [hk, ite_smul])
```

A code that minimises the norm of the combined residual subject to Σ cᵢ = 1 meets the residual condition: putting all weight on iterate k is an allowed competitor. The norm must be the one used in the convergence theorem.

Minimisation alone does not supply M, since nearly dependent residual differences can produce large weights. A simple safeguard is to compute Σ |cᵢ| and, if it exceeds a chosen M ≥ 1, take the plain step xₖ₊₁ = F(xₖ). With a damping parameter β ≠ 0, the usual update Σ cᵢ(xᵢ + βr(xᵢ)) has the same form for the damped map x + βr(x), which must then satisfy the hypotheses in place of F.

```lean
/-- Plain fixed-point iteration is an Anderson run of every depth, with coefficient bound one. -/
theorem isAndersonRun_witness (F : E → E) (m : ℕ) (x₀ : E) :
    IsAndersonRun F m 1 (fun k => F^[k] x₀) (fun k i => if i = k then 1 else 0) := by
  have hk : ∀ k, k ∈ window m k := fun k => by simp [window]
  refine ⟨fun k => ?_, fun k => ?_, fun k => ?_, fun k => ?_⟩
  · simp [hk]
  · simp [hk, apply_ite abs]
  · simp [hk, ite_smul]
  · simp [hk, ite_smul, Function.iterate_succ_apply', -Function.iterate_succ]

end AndersonLocalConvergence
```

Putting all weight on the current iterate gives plain iteration, here `F^[k] x₀`, and satisfies every run condition with M = 1. At depth m = 0 the window contains only k, so the weight must be one and plain iteration is the only run.

```lean
#print axioms AndersonLocalConvergence.anderson_local_convergence
#print axioms AndersonLocalConvergence.least_squares_residual_le
```

```
'AndersonLocalConvergence.anderson_local_convergence' depends on axioms: [propext, Classical.choice, Quot.sound]
'AndersonLocalConvergence.least_squares_residual_le' depends on axioms: [propext, Classical.choice, Quot.sound]
```
